# Gaussian ions interact through the point Coulomb energy times erf(R/√(a² + b²))

Lengths and energies are in Hartree atomic units. An ion has charge Z and a Gaussian density of width a, proportional to exp(−r²/a²) at distance r from its centre; b is the width of a second ion, R is the distance between the two ions, and k is a wave number.

```lean
import Mathlib

open MeasureTheory Set
open scoped Real

namespace EwaldGaussianIons

noncomputable section
```

Mathlib supplies the integration theory. `Ioi 0` will denote the half-line (0, ∞), and `Ioc 0 R` the interval (0, R].

```lean
/-- Three-dimensional position or wave-vector space. -/
abbrev Space := EuclideanSpace ℝ (Fin 3)
```

`Space` is ordinary three-dimensional Euclidean space, used for both positions and wave vectors.

```lean
/-- The error function, as a Gaussian integral from zero to `x`. -/
def erf (x : ℝ) : ℝ := 2 / √π * ∫ t in (0 : ℝ)..x, Real.exp (-t ^ 2)
```

erf(x) = (2/√π) ∫₀ˣ exp(−t²) dt

```lean
/-- The complementary error function, as a Gaussian integral from `x` to infinity. -/
def erfc (x : ℝ) : ℝ := 2 / √π * ∫ t in Ioi x, Real.exp (-t ^ 2)
```

erfc(x) = (2/√π) ∫ₓ^∞ exp(−t²) dt

This is a separate definition, so erf + erfc = 1 has to be proved.

```lean
/-- The Gaussian charge density of width `a` for an ion of unit charge. -/
def ionDensity (a : ℝ) (v : Space) : ℝ :=
  Real.exp (-‖v‖ ^ 2 / a ^ 2) / (√π * a) ^ 3
```

ρ_a(v) = exp(−|v|²/a²) / (√π a)³

The width convention is exp(−|v|²/a²), so a is √2 times the standard deviation along each axis.

```lean
/-- The form factor of a Gaussian ion of width `a` at wave number `k`. -/
def formFactor (a k : ℝ) : ℝ := Real.exp (-k ^ 2 * a ^ 2 / 4)
```

f_a(k) = exp(−k²a²/4)

```lean
/-- The reciprocal-space Coulomb energy, in Hartree atomic units, of two Gaussian ions with
charges `Za`, `Zb` and widths `a`, `b` at distance `R`. -/
def pairEnergy (Za Zb a b R : ℝ) : ℝ :=
  Za * Zb * (2 / π * ∫ k in Ioi (0 : ℝ), formFactor a k * formFactor b k * Real.sinc (k * R))
```

E = Za Zb (2/π) ∫₀^∞ f_a(k) f_b(k) sinc(kR) dk

Here sinc(x) = sin(x)/x, with sinc(0) = 1, so R = 0 is included. The formula comes from the kernel 4π/k² and the measure d³k/(2π)³: the angular average of exp(i**k**·**R**) is sinc(kR), and the prefactor is (4π)²/(2π)³ = 2/π.

The file takes this integral as the definition of the energy. Defining it as Za Zb times the double integral of ρ_a(**r**) ρ_b(**r**′ − **R**)/|**r** − **r**′| over **r** and **r**′ would make the passage to reciprocal space a further theorem to prove.

## From the density to the error function

```lean
/-- The Fourier transform of the Gaussian ion density is the form factor. -/
theorem fourier_ionDensity {a : ℝ} (ha : 0 < a) (k : Space) :
    ∫ v : Space, (ionDensity a v : ℂ) * Complex.exp (-Complex.I * (inner ℝ k v : ℝ))
      = (formFactor a ‖k‖ : ℂ) := by
  obtain ⟨b, hb⟩ : ∃ b : ℂ, b = ((1 / a ^ 2 : ℝ) : ℂ) := ⟨_, rfl⟩
  have hbre : 0 < b.re := by
    rw [hb, Complex.ofReal_re]
    positivity
  have hy : 0 < √π * a := mul_pos (Real.sqrt_pos.2 Real.pi_pos) ha
  have h := GaussianFourier.integral_cexp_neg_mul_sq_norm_add hbre (-Complex.I) k
  have hpt : ∀ v : Space,
      (ionDensity a v : ℂ) * Complex.exp (-Complex.I * (inner ℝ k v : ℝ))
        = (((√π * a) ^ 3 : ℝ) : ℂ)⁻¹ *
          Complex.exp (-b * (‖v‖ : ℂ) ^ 2 + -Complex.I * (inner ℝ k v : ℝ)) := by
    intro v
    have e : ((-‖v‖ ^ 2 / a ^ 2 : ℝ) : ℂ) = -b * (‖v‖ : ℂ) ^ 2 := by
      rw [hb]; push_cast; ring
    rw [ionDensity, Complex.ofReal_div, Complex.ofReal_exp, e, Complex.exp_add]
    ring
  -- the Gaussian normalisation in three dimensions
  have hbase : (π : ℂ) / b = (((√π * a) ^ 2 : ℝ) : ℂ) := by
    have ha' : (a : ℂ) ≠ 0 := Complex.ofReal_ne_zero.2 ha.ne'
    rw [mul_pow, Real.sq_sqrt Real.pi_pos.le, hb]
    push_cast
    field_simp
  have hpow : ((√π * a) ^ 2) ^ (3 / 2 : ℝ) = (√π * a) ^ 3 := by
    rw [← Real.rpow_natCast (√π * a) 2, ← Real.rpow_mul hy.le,
      ← Real.rpow_natCast (√π * a) 3]
    norm_num
  have hexp : (((3 : ℕ) : ℂ) / 2) = ((3 / 2 : ℝ) : ℂ) := by push_cast; ring
  have hlast : (-Complex.I) ^ 2 * (‖k‖ : ℂ) ^ 2 / (4 * b)
      = ((-‖k‖ ^ 2 * a ^ 2 / 4 : ℝ) : ℂ) := by
    rw [neg_sq, Complex.I_sq, hb]
    push_cast
    field_simp
  have hne : (((√π * a) ^ 3 : ℝ) : ℂ) ≠ 0 := Complex.ofReal_ne_zero.2 (pow_pos hy 3).ne'
  rw [integral_congr_ae (ae_of_all _ hpt), integral_const_mul, h, finrank_euclideanSpace_fin,
    hbase, hexp, ← Complex.ofReal_cpow (by positivity), hpow, hlast, ← mul_assoc,
    inv_mul_cancel₀ hne, one_mul, formFactor, Complex.ofReal_exp]
```

In a Lean theorem, the hypotheses stand before the colon, the claim after it, and the proof after `:= by`. This one says that, for a > 0, f_a is the Fourier transform of ρ_a. By hand, complete the square along each axis:

−v²/a² − ikv = −(v + ika²/2)²/a² − k²a²/4

Each axis gives √π a exp(−k²a²/4), and the density's prefactor cancels (√π a)³. Lean takes the three-dimensional integral from Mathlib; `hbase` and `hpow` handle the normalisation, and `hlast` the exponent. The local `b` is 1/a², not a second width.

```lean
/-- The half-line cosine transform of a Gaussian is a Gaussian in the distance `r`. -/
theorem gaussian_cosine_transform {s : ℝ} (hs : 0 < s) (r : ℝ) :
    ∫ k in Ioi (0 : ℝ), Real.exp (-k ^ 2 * s ^ 2 / 4) * Real.cos (k * r)
      = √π / s * Real.exp (-(r / s) ^ 2) := by
  obtain ⟨b, hb⟩ : ∃ b : ℂ, b = ((-(s ^ 2 / 4) : ℝ) : ℂ) := ⟨_, rfl⟩
  have hbre : b.re < 0 := by
    have := pow_pos hs 2
    rw [hb, Complex.ofReal_re]
    linarith
  have hpt : ∀ k : ℝ, Complex.reCLM (Complex.exp (b * k ^ 2 + r * Complex.I * k + 0))
      = Real.exp (-k ^ 2 * s ^ 2 / 4) * Real.cos (k * r) := by
    intro k
    have e : b * k ^ 2 + r * Complex.I * k + 0
        = ((-k ^ 2 * s ^ 2 / 4 : ℝ) : ℂ) + ((k * r : ℝ) : ℂ) * Complex.I := by
      rw [hb]; push_cast; ring
    rw [Complex.reCLM_apply, e, Complex.exp_add, ← Complex.ofReal_exp,
      Complex.re_ofReal_mul, Complex.exp_ofReal_mul_I_re]
  have h1 : (π : ℂ) / -b = ((π * (2 / s) ^ 2 : ℝ) : ℂ) := by
    rw [hb]; push_cast; ring
  have h2 : ((π * (2 / s) ^ 2 : ℝ) : ℂ) ^ (1 / 2 : ℂ) = ((√π * (2 / s) : ℝ) : ℂ) := by
    have e : √π * (2 / s) = (π * (2 / s) ^ 2) ^ (1 / 2 : ℝ) := by
      rw [← Real.sqrt_eq_rpow, Real.sqrt_mul Real.pi_pos.le, Real.sqrt_sq (by positivity)]
    have e2 : (1 / 2 : ℂ) = ((1 / 2 : ℝ) : ℂ) := by push_cast; ring
    rw [e, e2, Complex.ofReal_cpow (by positivity)]
  have h3 : 0 - (r * Complex.I) ^ 2 / (4 * b) = ((-(r / s) ^ 2 : ℝ) : ℂ) := by
    rw [mul_pow, Complex.I_sq, hb]; push_cast; ring
  have hfull : ∫ k : ℝ, Real.exp (-k ^ 2 * s ^ 2 / 4) * Real.cos (k * r)
      = √π * (2 / s) * Real.exp (-(r / s) ^ 2) := by
    rw [← integral_congr_ae (ae_of_all _ hpt),
      Complex.reCLM.integral_comp_comm (integrable_cexp_quadratic' hbre (r * Complex.I) 0),
      integral_cexp_quadratic hbre, h1, h2, h3, ← Complex.ofReal_exp, ← Complex.ofReal_mul,
      Complex.reCLM_apply, Complex.ofReal_re]
  -- the integrand is even, so the half line carries half of the integral
  have habs := integral_comp_abs
    (f := fun k : ℝ => Real.exp (-k ^ 2 * s ^ 2 / 4) * Real.cos (k * r))
  have heven : ∀ k : ℝ, Real.exp (-|k| ^ 2 * s ^ 2 / 4) * Real.cos (|k| * r)
      = Real.exp (-k ^ 2 * s ^ 2 / 4) * Real.cos (k * r) := by
    intro k
    rcases abs_choice k with h | h
    · rw [h]
    · rw [h, neg_sq, neg_mul k r, Real.cos_neg]
  simp only [heven] at habs
  rw [hfull] at habs
  linear_combination -habs / 2
```

For s > 0 and any real r,

∫₀^∞ exp(−k²s²/4) cos(kr) dk = (√π/s) exp(−r²/s²)

The cosine is the real part of exp(ikr). Completing the square gives 2√π/s times exp(−r²/s²) on the full line (`hfull`). The integrand is even (`heven`), so the half-line carries half.

```lean
/-- The radial reciprocal-space Coulomb integral with the factor `exp (-k ^ 2 * s ^ 2 / 4)` equals
`erf (R / s) / R`. -/
theorem gaussian_coulomb_integral {s R : ℝ} (hs : 0 < s) (hR : 0 < R) :
    2 / π * ∫ k in Ioi (0 : ℝ), Real.exp (-k ^ 2 * s ^ 2 / 4) * (Real.sin (k * R) / (k * R))
      = erf (R / s) / R := by
  -- write the sine as an integral of cosines over the distance
  have hpt : ∀ k ∈ Ioi (0 : ℝ),
      Real.exp (-k ^ 2 * s ^ 2 / 4) * (Real.sin (k * R) / (k * R))
        = R⁻¹ * ∫ r in Ioc 0 R, Real.exp (-k ^ 2 * s ^ 2 / 4) * Real.cos (k * r) := by
    intro k hk
    have hk0 : k ≠ 0 := ne_of_gt hk
    have h := intervalIntegral.integral_comp_mul_left (a := 0) (b := R) Real.cos hk0
    rw [integral_cos, mul_zero, Real.sin_zero, sub_zero, smul_eq_mul] at h
    rw [integral_const_mul, ← intervalIntegral.integral_of_le hR.le, h]
    field_simp
  have hg : Integrable (fun k : ℝ => Real.exp (-k ^ 2 * s ^ 2 / 4))
      (volume.restrict (Ioi 0)) := by
    have h := integrable_exp_neg_mul_sq (b := s ^ 2 / 4) (by positivity)
    refine (h.congr (ae_of_all _ fun k => ?_)).restrict
    show Real.exp _ = Real.exp _
    congr 1
    ring
  have hint : Integrable (Function.uncurry fun k r : ℝ =>
      Real.exp (-k ^ 2 * s ^ 2 / 4) * Real.cos (k * r))
      ((volume.restrict (Ioi 0)).prod (volume.restrict (Ioc 0 R))) := by
    refine (hg.mul_prod (integrable_const (1 : ℝ))).mono' ?_ (ae_of_all _ fun z => ?_)
    · apply Continuous.aestronglyMeasurable
      unfold Function.uncurry
      fun_prop
    · show ‖Real.exp _ * Real.cos _‖ ≤ _
      rw [norm_mul, Real.norm_eq_abs, Real.norm_eq_abs, Real.abs_exp]
      exact mul_le_mul_of_nonneg_left (Real.abs_cos_le_one _) (Real.exp_pos _).le
  have hscale := intervalIntegral.integral_comp_div (a := 0) (b := R)
    (fun t : ℝ => Real.exp (-t ^ 2)) hs.ne'
  rw [zero_div, smul_eq_mul] at hscale
  have hq : 2 / π * √π = 2 / √π := by
    have hp := Real.sqrt_pos.2 Real.pi_pos
    rw [div_mul_eq_mul_div, div_eq_div_iff Real.pi_pos.ne' hp.ne']
    linear_combination 2 * Real.mul_self_sqrt Real.pi_pos.le
  -- exchange the integrals and rescale the distance by the width
  rw [setIntegral_congr_fun measurableSet_Ioi hpt, integral_const_mul,
    integral_integral_swap hint]
  simp only [gaussian_cosine_transform hs]
  rw [integral_const_mul, ← intervalIntegral.integral_of_le hR.le, hscale, erf, ← hq]
  field_simp
```

For s, R > 0, start from

sin(kR)/(kR) = (1/R) ∫₀ᴿ cos(kr) dr

which is `hpt`. The integrand is bounded by exp(−k²s²/4), integrable over (0, ∞) × (0, R] (`hint`), so Fubini's theorem allows the exchange. The cosine transform and t = r/s (`hscale`) then give

(2/π)(1/R) ∫₀ᴿ (√π/s) exp(−r²/s²) dr
= (2/(√π R)) ∫₀^{R/s} exp(−t²) dt
= erf(R/s)/R

## What the smeared ions miss

```lean
/-- For `x ≥ 0`, the error function and its complement add up to one. -/
theorem erf_add_erfc {x : ℝ} (hx : 0 ≤ x) : erf x + erfc x = 1 := by
  have hi : Integrable (fun t : ℝ => Real.exp (-t ^ 2)) := by
    simpa using integrable_exp_neg_mul_sq (b := 1) one_pos
  have hd : Disjoint (Ioc 0 x) (Ioi x) :=
    Set.disjoint_left.2 fun t h1 h2 => not_lt_of_ge h1.2 h2
  have h := setIntegral_union hd measurableSet_Ioi hi.integrableOn hi.integrableOn
  have hG : ∫ t in Ioi (0 : ℝ), Real.exp (-t ^ 2) = √π / 2 := by
    simpa using integral_gaussian_Ioi 1
  rw [Ioc_union_Ioi_eq_Ioi hx, hG] at h
  have hp := Real.sqrt_pos.2 Real.pi_pos
  rw [erf, erfc, intervalIntegral.integral_of_le hx, ← mul_add, ← h]
  field_simp
```

For x ≥ 0, split (0, ∞) at x. The two parts add up to ∫₀^∞ exp(−t²) dt = √π/2, and the factor 2/√π turns this into 1.

```lean
/-- Two Gaussian ions at distance `R` interact through the point Coulomb energy multiplied by
the error function of `R` over the combined width. -/
theorem pairEnergy_eq {a R : ℝ} (ha : 0 < a) (hR : 0 < R) (Za Zb b : ℝ) :
    pairEnergy Za Zb a b R = Za * Zb * (erf (R / √(a ^ 2 + b ^ 2)) / R) := by
  have hs : 0 < √(a ^ 2 + b ^ 2) := Real.sqrt_pos.2 (by positivity)
  rw [pairEnergy, ← gaussian_coulomb_integral hs hR]
  congr 2
  refine setIntegral_congr_fun measurableSet_Ioi fun k hk => ?_
  have hkR : k * R ≠ 0 := (mul_pos hk hR).ne'
  show formFactor a k * formFactor b k * Real.sinc (k * R) = _
  -- squared widths add when form factors are multiplied
  rw [Real.sinc_of_ne_zero hkR, formFactor, formFactor, ← Real.exp_add,
    Real.sq_sqrt (by positivity)]
  congr 2
  ring
```

Multiplying form factors adds squared widths:

f_a(k) f_b(k) = exp(−k²(a² + b²)/4)

With s = √(a² + b²), the previous integral gives E = Za Zb erf(R/s)/R. The theorem assumes only that a and R are positive; b may be any real number. Setting b = 0 gives f_b = 1, a point charge beside a Gaussian ion.

```lean
/-- The point Coulomb energy minus the energy of the Gaussian ions is the point Coulomb energy
multiplied by the complementary error function of `R` over the combined width. -/
theorem point_sub_pairEnergy {a R : ℝ} (ha : 0 < a) (hR : 0 < R) (Za Zb b : ℝ) :
    Za * Zb / R - pairEnergy Za Zb a b R
      = Za * Zb * (erfc (R / √(a ^ 2 + b ^ 2)) / R) := by
  have h := erf_add_erfc (x := R / √(a ^ 2 + b ^ 2)) (by positivity)
  rw [pairEnergy_eq ha hR]
  linear_combination -(Za * Zb / R) * h
```

Subtract, using 1 − erf = erfc:

Za Zb/R − E = Za Zb erfc(R/s)/R

In plane-wave calculations this is the short-range pair correction of the Ewald method; the theorem treats one isolated pair with continuous k, without the periodic lattice sum or its k = 0 term.

```lean
/-- Half the reciprocal-space energy of a Gaussian ion with itself at zero distance is
`Z ^ 2 / (√(2 * π) * a)`. -/
theorem self_energy {a : ℝ} (ha : 0 < a) (Z : ℝ) :
    1 / 2 * pairEnergy Z Z a a 0 = Z ^ 2 / (√(2 * π) * a) := by
  have hpt : ∀ k : ℝ, formFactor a k * formFactor a k * Real.sinc (k * 0)
      = Real.exp (-(a ^ 2 / 2) * k ^ 2) := by
    intro k
    rw [mul_zero, Real.sinc_zero, mul_one, formFactor, ← Real.exp_add]
    congr 1
    ring
  have hroot : √(π / (a ^ 2 / 2)) = √(2 * π) / a := by
    rw [show π / (a ^ 2 / 2) = 2 * π / a ^ 2 by ring, Real.sqrt_div (by positivity),
      Real.sqrt_sq ha.le]
  have hp : 0 < √(2 * π) := Real.sqrt_pos.2 (by positivity)
  have hq : √(2 * π) / (2 * π) = 1 / √(2 * π) := by
    rw [div_eq_div_iff (by positivity) hp.ne', one_mul]
    exact Real.mul_self_sqrt (by positivity)
  simp only [pairEnergy, hpt]
  rw [integral_gaussian_Ioi, hroot]
  calc 1 / 2 * (Z * Z * (2 / π * (√(2 * π) / a / 2)))
      = Z ^ 2 / a * (√(2 * π) / (2 * π)) := by ring
    _ = Z ^ 2 / (√(2 * π) * a) := by rw [hq]; ring

end

end EwaldGaussianIons
```

At R = 0 with equal widths, sinc is 1 and f_a² = exp(−k²a²/2), whose half-line integral is √(2π)/(2a). Hence

½ Z² (2/π) √(2π)/(2a) = Z²/(√(2π) a)

The factor ½ is the usual one for a charge distribution interacting with itself. The value is half the limit R → 0 of the pair formula for two ions of charge Z and width a: Z² erf(R/s)/R tends to 2Z²/(√π s), and s = √2 a.

```lean
#print axioms EwaldGaussianIons.fourier_ionDensity
-- 'EwaldGaussianIons.fourier_ionDensity' depends on axioms: [propext, Classical.choice, Quot.sound]
#print axioms EwaldGaussianIons.point_sub_pairEnergy
-- 'EwaldGaussianIons.point_sub_pairEnergy' depends on axioms: [propext, Classical.choice, Quot.sound]
#print axioms EwaldGaussianIons.self_energy
-- 'EwaldGaussianIons.self_energy' depends on axioms: [propext, Classical.choice, Quot.sound]
```
